# Richardson energies of two pairs on levels d and −d: real for 0 < g < d, nonreal conjugates for 0 < d < g

Put two pairs on the pair levels $5$ and $-5$, with pairing strength $g=3$. The pair energies $E_1=1$ and $E_2=-7$ solve the Richardson equations; the first reads

$$3\left(\frac1{5-1}+\frac1{-5-1}\right)+\frac{2\cdot3}{1-(-7)}=\frac14+\frac34=1.$$

These energies are the roots of $x^2+6x-7$. For levels $\pm d$ the quadratic is $x^2+2gx+2g^2-d^2$, with roots $-g\pm\sqrt{d^2-g^2}$. As $g$ grows towards $5$, the roots meet at the lower level, $-5$. Beyond that they leave the real axis: at $g=13$ they are $-13\pm12i$.

```lean
import Mathlib

open ComplexConjugate

namespace RichardsonTwoLevel
```

This loads the Mathlib library and the notation `conj` for complex conjugation.

```lean
/-- Two distinct complex pair energies, both away from every level `e k`, that satisfy the
two coupled Richardson equations with pairing strength `g`. -/
def RichardsonSolution {ι : Type*} [Fintype ι] (e : ι → ℝ) (g : ℝ) (E₁ E₂ : ℂ) : Prop :=
  E₁ ≠ E₂ ∧ (∀ k, (e k : ℂ) ≠ E₁ ∧ (e k : ℂ) ≠ E₂) ∧
    1 = (g : ℂ) * ∑ k, 1 / ((e k : ℂ) - E₁) + 2 * (g : ℂ) / (E₁ - E₂) ∧
    1 = (g : ℂ) * ∑ k, 1 / ((e k : ℂ) - E₂) + 2 * (g : ℂ) / (E₂ - E₁)
```

`RichardsonSolution e g E₁ E₂` is a proposition about real levels $e_k$, a real $g$ and complex $E_1,E_2$. It says that the pair energies differ from each other and from every level, and that

$$1=g\sum_k\frac1{e_k-E_1}+\frac{2g}{E_1-E_2},\qquad 1=g\sum_k\frac1{e_k-E_2}+\frac{2g}{E_2-E_1}.$$

In the reduced pairing model, $e_k$ is the energy of an unperturbed pair, twice the single-particle energy, each level holds at most one pair, and $g>0$ means attraction: the interaction moves a pair from level $k$ to level $j$ with amplitude $-g$, the terms $j=k$ included. The total energy is $E_1+E_2$. The equations are taken as the starting point, not derived from a Hamiltonian. The inequalities keep every denominator nonzero.

A different definition would use the equations with denominators cleared and no inequalities. It would admit the spurious solutions $E_1=E_2=\pm d$ at every coupling, so the equivalence with the quadratic would fail.

```lean
/-- Away from the levels `d`, `-d` and from the other pair energy `b`, the Richardson equation
for the pair energy `a` is equivalent to a polynomial equation. -/
theorem equation_iff_polynomial {d g a b : ℂ} (h₁ : d - a ≠ 0) (h₂ : -d - a ≠ 0)
    (h₃ : a - b ≠ 0) :
    1 = g * (1 / (d - a) + 1 / (-d - a)) + 2 * g / (a - b) ↔
      (d ^ 2 - a ^ 2) * (a - b) = 2 * g * a * (a - b) + 2 * g * (d ^ 2 - a ^ 2) := by
  have hu := mul_inv_cancel₀ h₁
  have hv := mul_inv_cancel₀ h₂
  have hw := mul_inv_cancel₀ h₃
  have hD : (d ^ 2 - a ^ 2) * (a - b) ≠ 0 := by
    have h : d ^ 2 - a ^ 2 = -((d - a) * (-d - a)) := by ring
    rw [h]
    exact mul_ne_zero (neg_ne_zero.2 (mul_ne_zero h₁ h₂)) h₃
  -- multiply the right-hand side by the common denominator
  have key : (g * (1 / (d - a) + 1 / (-d - a)) + 2 * g / (a - b)) *
      ((d ^ 2 - a ^ 2) * (a - b)) = 2 * g * a * (a - b) + 2 * g * (d ^ 2 - a ^ 2) := by
    simp only [div_eq_mul_inv, one_mul]
    linear_combination g * (d + a) * (a - b) * hu - g * (d - a) * (a - b) * hv
      + 2 * g * (d ^ 2 - a ^ 2) * hw
  constructor
  · intro h
    rw [← h, one_mul] at key
    exact key
  · intro h
    apply mul_right_cancel₀ hD
    rw [key, one_mul]
    exact h
```

From here on the pair energies are called $a$ and $b$. Since

$$\frac1{d-a}+\frac1{-d-a}=\frac{2a}{d^2-a^2},$$

multiplying the first equation by $(d^2-a^2)(a-b)$ gives

$$(d^2-a^2)(a-b)=2ga(a-b)+2g(d^2-a^2).\tag{P}$$

The multiplier is nonzero, so the step can be reversed; hence the `↔`. In the proof, `key` is the multiplication, and `linear_combination` checks an equation by combining known ones with stated coefficients.

```lean
/-- Every solution for the levels `d` and `-d` has total energy `-2g` and product of pair
energies `2g² - d²`. -/
theorem sum_and_product {d g : ℝ} {a b : ℂ} (h : RichardsonSolution ![d, -d] g a b) :
    a + b = -2 * (g : ℂ) ∧ a * b = 2 * (g : ℂ) ^ 2 - (d : ℂ) ^ 2 := by
  simp only [RichardsonSolution, Fin.forall_fin_two, Fin.sum_univ_two, Matrix.cons_val_zero,
    Matrix.cons_val_one, Matrix.cons_val_fin_one, Complex.ofReal_neg] at h
  obtain ⟨hab, ⟨⟨h₁, h₂⟩, h₃, h₄⟩, e₁, e₂⟩ := h
  have hn : a - b ≠ 0 := sub_ne_zero.2 hab
  have p₁ := (equation_iff_polynomial (sub_ne_zero.2 h₁) (sub_ne_zero.2 h₃) hn).1 e₁
  have p₂ := (equation_iff_polynomial (sub_ne_zero.2 h₂) (sub_ne_zero.2 h₄)
    (sub_ne_zero.2 hab.symm)).1 e₂
  -- the difference of the equations fixes the sum of squares
  have hq : a ^ 2 + b ^ 2 = 2 * (d : ℂ) ^ 2 := by
    apply mul_left_cancel₀ hn
    linear_combination p₂ - p₁
  -- the sum of the equations then fixes the total energy
  have hs : a + b = -2 * (g : ℂ) := by
    apply mul_left_cancel₀ (pow_ne_zero 2 hn)
    linear_combination -p₁ - p₂ + 2 * (g : ℂ) * hq
  exact ⟨hs, by linear_combination (a + b - 2 * (g : ℂ)) / 2 * hs - hq / 2⟩
```

`![d, -d]` is the two-level family. Exchanging $a$ and $b$ in (P) gives the second cleared equation. Subtracting it from (P), the terms in $g$ cancel:

$$(a-b)(2d^2-a^2-b^2)=0,\quad\text{so}\quad a^2+b^2=2d^2.$$

Adding the two and using this result,

$$-(a-b)^2(a+b)=2g(a-b)^2,\quad\text{so}\quad a+b=-2g.$$

Then $ab=\tfrac12\left[(a+b)^2-(a^2+b^2)\right]=2g^2-d^2$. In Lean, `hq` and `hs` are these two results, each obtained by cancelling a nonzero factor.

```lean
/-- For levels `d` and `-d`, with `g ≠ 0` and `g² ≠ d²`, two pair energies solve the Richardson
equations exactly when they are the two roots of `x² + 2gx + 2g² - d²`. -/
theorem solution_iff_roots {d g : ℝ} (hg : g ≠ 0) (hgd : g ^ 2 ≠ d ^ 2) (a b : ℂ) :
    RichardsonSolution ![d, -d] g a b ↔
      ∀ x : ℂ, x ^ 2 + 2 * (g : ℂ) * x + (2 * (g : ℂ) ^ 2 - (d : ℂ) ^ 2)
        = (x - a) * (x - b) := by
  constructor
  · intro h x
    obtain ⟨hs, hp⟩ := sum_and_product h
    linear_combination x * hs - hp
  · intro h
    have hs : a + b = -2 * (g : ℂ) := by linear_combination h 1 - h 0
    have hp : a * b = 2 * (g : ℂ) ^ 2 - (d : ℂ) ^ 2 := by linear_combination -(h 0)
    have hg' : (g : ℂ) ≠ 0 := by exact_mod_cast hg
    have hgd' : (g : ℂ) ^ 2 ≠ (d : ℂ) ^ 2 := by exact_mod_cast hgd
    -- a nonzero discriminant keeps the roots apart
    have hab : a ≠ b := fun hab => hgd' (by
      linear_combination ((a + b - 2 * (g : ℂ)) * hs - 4 * hp - (a - b) * hab) / 4)
    have hplus : (g : ℂ) + d ≠ 0 := fun h0 => hgd' (by
      linear_combination ((g : ℂ) - d) * h0)
    have hminus : (g : ℂ) - d ≠ 0 := fun h0 => hgd' (by
      linear_combination ((g : ℂ) + d) * h0)
    -- the quadratic does not vanish at either level
    have hA : ((d : ℂ) - a) * ((d : ℂ) - b) ≠ 0 := fun h0 =>
      mul_ne_zero (mul_ne_zero two_ne_zero hg') hplus (by linear_combination h (d : ℂ) + h0)
    have hB : (-(d : ℂ) - a) * (-(d : ℂ) - b) ≠ 0 := fun h0 =>
      mul_ne_zero (mul_ne_zero two_ne_zero hg') hminus (by linear_combination h (-(d : ℂ)) + h0)
    have a₁ := left_ne_zero_of_mul hA
    have b₁ := right_ne_zero_of_mul hA
    have a₂ := left_ne_zero_of_mul hB
    have b₂ := right_ne_zero_of_mul hB
    have hG : (g : ℂ) = -(a + b) / 2 := by linear_combination hs / 2
    have hD : (d : ℂ) ^ 2 = (a ^ 2 + b ^ 2) / 2 := by
      linear_combination hp - (a + b - 2 * (g : ℂ)) / 2 * hs
    simp only [RichardsonSolution, Fin.forall_fin_two, Fin.sum_univ_two, Matrix.cons_val_zero,
      Matrix.cons_val_one, Matrix.cons_val_fin_one, Complex.ofReal_neg]
    refine ⟨hab, ⟨⟨sub_ne_zero.1 a₁, sub_ne_zero.1 b₁⟩, sub_ne_zero.1 a₂, sub_ne_zero.1 b₂⟩,
      (equation_iff_polynomial a₁ a₂ (sub_ne_zero.2 hab)).2 ?_,
      (equation_iff_polynomial b₁ b₂ (sub_ne_zero.2 hab.symm)).2 ?_⟩
    · rw [hD, hG]; ring
    · rw [hD, hG]; ring
```

For $g\neq0$ and $g^2\neq d^2$, being a solution is equivalent to

$$x^2+2gx+2g^2-d^2=(x-a)(x-b)\quad\text{for all complex }x.$$

The forward direction inserts the sum and product. Conversely, setting $x=0$ and $x=1$ recovers them. Then $(a-b)^2=4(d^2-g^2)\neq0$ separates the roots, and the quadratic's values at $\pm d$, namely $2g(g\pm d)\neq0$, keep them off the levels.

It remains to verify (P). From $d^2=(a^2+b^2)/2$ and $g=-(a+b)/2$ we get $d^2-a^2=g(a-b)$ and $a+g=(a-b)/2$, so both sides equal $g(a-b)^2$. The other equation follows by exchange. The final `rw [hD, hG]; ring` lines do this substitution.

```lean
/-- For levels `d` and `-d`, with `g ≠ 0`, `g² ≠ d²` and `r² = d² - g²`, the solutions are the pair
energies `-g + r` and `-g - r`, in either order. -/
theorem solution_iff_explicit {d g : ℝ} (hg : g ≠ 0) (hgd : g ^ 2 ≠ d ^ 2) {r : ℂ}
    (hr : r ^ 2 = (d : ℂ) ^ 2 - (g : ℂ) ^ 2) (a b : ℂ) :
    RichardsonSolution ![d, -d] g a b ↔
      (a = -(g : ℂ) + r ∧ b = -(g : ℂ) - r) ∨ (a = -(g : ℂ) - r ∧ b = -(g : ℂ) + r) := by
  rw [solution_iff_roots hg hgd]
  constructor
  · intro h
    have hs : a + b = -2 * (g : ℂ) := by linear_combination h 1 - h 0
    have hf : (a + g - r) * (a + g + r) = 0 := by linear_combination h a - hr
    rcases mul_eq_zero.1 hf with h₁ | h₁
    · exact Or.inl ⟨by linear_combination h₁, by linear_combination hs - h₁⟩
    · exact Or.inr ⟨by linear_combination h₁, by linear_combination hs - h₁⟩
  · rintro (⟨rfl, rfl⟩ | ⟨rfl, rfl⟩) x
    · linear_combination hr
    · linear_combination hr
```

Completing the square gives $(x+g)^2=d^2-g^2=r^2$, where $r$ is either complex square root. One energy is $-g+r$ and the other $-g-r$; the "or" covers both labellings.

```lean
/-- For `0 < g < d` the solutions are the real pair energies `-g ± √(d² - g²)`, in either
order. -/
theorem weak_coupling_real {d g : ℝ} (hg : 0 < g) (hgd : g < d) (a b : ℂ) :
    RichardsonSolution ![d, -d] g a b ↔
      (a = ((-g + √(d ^ 2 - g ^ 2) : ℝ) : ℂ) ∧ b = ((-g - √(d ^ 2 - g ^ 2) : ℝ) : ℂ)) ∨
      (a = ((-g - √(d ^ 2 - g ^ 2) : ℝ) : ℂ) ∧ b = ((-g + √(d ^ 2 - g ^ 2) : ℝ) : ℂ)) := by
  have hlt : g ^ 2 < d ^ 2 := by nlinarith
  have hsq := Real.sq_sqrt (sub_nonneg.2 hlt.le)
  have hr : ((√(d ^ 2 - g ^ 2) : ℝ) : ℂ) ^ 2 = (d : ℂ) ^ 2 - (g : ℂ) ^ 2 := by
    exact_mod_cast hsq
  rw [solution_iff_explicit hg.ne' hlt.ne hr]
  simp only [Complex.ofReal_add, Complex.ofReal_sub, Complex.ofReal_neg]
```

For $0<g<d$, take $r=\sqrt{d^2-g^2}$, which is real. The outer `ℂ` annotations regard real numbers as complex ones.

```lean
/-- For `0 < d < g` the solutions are the pair energies `-g ± i√(g² - d²)`, in either order. -/
theorem strong_coupling_complex {d g : ℝ} (hd : 0 < d) (hgd : d < g) (a b : ℂ) :
    RichardsonSolution ![d, -d] g a b ↔
      (a = -(g : ℂ) + (√(g ^ 2 - d ^ 2) : ℝ) * Complex.I ∧
        b = -(g : ℂ) - (√(g ^ 2 - d ^ 2) : ℝ) * Complex.I) ∨
      (a = -(g : ℂ) - (√(g ^ 2 - d ^ 2) : ℝ) * Complex.I ∧
        b = -(g : ℂ) + (√(g ^ 2 - d ^ 2) : ℝ) * Complex.I) := by
  have hlt : d ^ 2 < g ^ 2 := by nlinarith
  have hsq := Real.sq_sqrt (sub_nonneg.2 hlt.le)
  have hc : ((√(g ^ 2 - d ^ 2) : ℝ) : ℂ) ^ 2 = (g : ℂ) ^ 2 - (d : ℂ) ^ 2 := by
    exact_mod_cast hsq
  refine solution_iff_explicit (hd.trans hgd).ne' hlt.ne' ?_ a b
  rw [mul_pow, Complex.I_sq]
  linear_combination -hc
```

For $0<d<g$, take $r=i\sqrt{g^2-d^2}$, whose square is $d^2-g^2$.

```lean
/-- For `0 < d < g` the two pair energies of any solution are nonreal and complex conjugate to
each other. -/
theorem strong_coupling_conjugate {d g : ℝ} (hd : 0 < d) (hgd : d < g) {a b : ℂ}
    (h : RichardsonSolution ![d, -d] g a b) : b = conj a ∧ a.im ≠ 0 := by
  have hpos : 0 < √(g ^ 2 - d ^ 2) := Real.sqrt_pos.2 (by nlinarith)
  have H := (strong_coupling_complex hd hgd a b).1 h
  clear h
  generalize √(g ^ 2 - d ^ 2) = s at H hpos
  rcases H with ⟨rfl, rfl⟩ | ⟨rfl, rfl⟩
  · exact ⟨by apply Complex.ext <;> simp, by simp [hpos.ne']⟩
  · exact ⟨by apply Complex.ext <;> simp, by simp [hpos.ne']⟩
```

Since that square root is positive, $a$ has nonzero imaginary part and $b=\bar a$. In this two-level, two-pair model, a search restricted to real pair energies therefore has no solution to find once $g>d$, although the sum of the pair energies stays real. Two pairs fill both levels, so the model has a single state, with energy $-2g$ at every coupling; only the pair energies change character at $g=d$.

```lean
/-- At the critical coupling `g² = d²` the Richardson equations have no solution with distinct
pair energies away from the levels. -/
theorem no_solution_at_critical_coupling {d g : ℝ} (hgd : g ^ 2 = d ^ 2) (a b : ℂ) :
    ¬ RichardsonSolution ![d, -d] g a b := by
  intro h
  obtain ⟨hs, hp⟩ := sum_and_product h
  have hc : (g : ℂ) ^ 2 = (d : ℂ) ^ 2 := by exact_mod_cast hgd
  -- the discriminant vanishes, so the pair energies would coincide
  have hz : (a - b) ^ 2 = 0 := by
    linear_combination (a + b - 2 * (g : ℂ)) * hs - 4 * hp - 4 * hc
  exact pow_ne_zero 2 (sub_ne_zero.2 h.1) hz

end RichardsonTwoLevel
```

If $g^2=d^2$, the sum and product force $(a-b)^2=4(d^2-g^2)=0$, contradicting $a\neq b$. What fails here is this form of the equations; the model's state with both levels filled is still there.

```lean
#print axioms RichardsonTwoLevel.weak_coupling_real
-- 'RichardsonTwoLevel.weak_coupling_real' depends on axioms: [propext, Classical.choice, Quot.sound]
#print axioms RichardsonTwoLevel.strong_coupling_conjugate
-- 'RichardsonTwoLevel.strong_coupling_conjugate' depends on axioms: [propext, Classical.choice, Quot.sound]
#print axioms RichardsonTwoLevel.no_solution_at_critical_coupling
-- 'RichardsonTwoLevel.no_solution_at_critical_coupling' depends on axioms: [propext, Classical.choice, Quot.sound]
```
